# Stability threshold of a Landau film whose order parameter vanishes at the walls

A film of $N$ layers could be described by a vector with $N$ entries, but here a profile is a function `ℕ → ℝ`, giving the order parameter, a real number $x_i$, at every site $i=0,1,2,\dots$. The layers are sites $1,\dots,N$, the walls are sites $0$ and $N+1$, and later sites never enter the energy. The condition $x_0=x_{N+1}=0$ is a hypothesis: it stands for walls that suppress order completely.

```lean
import Mathlib

open Real

namespace LandauFilm

noncomputable section
```

Mathlib supplies the mathematics, and `open Real` allows the notation `π`.

```lean
/-- Quadratic Landau energy of a film of `N` layers: a local term with coefficient `a` and a
gradient term with stiffness `k` on all `N + 1` bonds, including those to the two walls. -/
def filmEnergy (a k : ℝ) (N : ℕ) (x : ℕ → ℝ) : ℝ :=
  a * ∑ i ∈ Finset.range N, x (i + 1) ^ 2
    + k * ∑ i ∈ Finset.range (N + 1), (x (i + 1) - x i) ^ 2
```

`Finset.range N` runs over $i=0,\dots,N-1$, so `x (i + 1)` visits the layers $1,\dots,N$:

$$E=a\sum_{i=1}^{N}x_i^2+k\sum_{i=0}^{N}(x_{i+1}-x_i)^2 .$$

The coefficient $a$ measures the local cost of order. A stiffness $k>0$, assumed in the stability theorem, penalises differences between neighbouring layers.

```lean
/-- The value `-2k(1 - cos(π/(N+1)))` of the local coefficient. -/
def filmThreshold (k : ℝ) (N : ℕ) : ℝ :=
  -2 * k * (1 - Real.cos (π / ((N : ℝ) + 1)))
```

Write $\theta=\pi/(N+1)$ and $a_c=-2k(1-\cos\theta)$. This definition only names the number; its role as a threshold is proved below.

```lean
/-- The half-wave profile `sin(iπ/(N+1))` across the film. -/
def halfWave (N i : ℕ) : ℝ := Real.sin ((i : ℝ) * (π / ((N : ℝ) + 1)))
```

This is $s_i=\sin(i\theta)$, unnormalised.

## Three properties of the half-wave

```lean
/-- The half-wave vanishes at both walls. -/
theorem halfWave_walls (N : ℕ) : halfWave N 0 = 0 ∧ halfWave N (N + 1) = 0 := by
  constructor
  · simp [halfWave]
  · have h : ((N + 1 : ℕ) : ℝ) * (π / ((N : ℝ) + 1)) = π := by
      push_cast
      field_simp
    rw [halfWave, h, Real.sin_pi]
```

Here $s_0=\sin 0=0$ and $s_{N+1}=\sin\pi=0$.

```lean
/-- The half-wave is positive on every layer inside the film. -/
theorem halfWave_pos {N i : ℕ} (h1 : 1 ≤ i) (h2 : i ≤ N) : 0 < halfWave N i := by
  have hi : (0 : ℝ) < i := by exact_mod_cast (show 0 < i by omega)
  have hlt : (i : ℝ) < (N : ℝ) + 1 := by exact_mod_cast (show i < N + 1 by omega)
  apply Real.sin_pos_of_pos_of_lt_pi
  · positivity
  · calc (i : ℝ) * (π / ((N : ℝ) + 1)) < ((N : ℝ) + 1) * (π / ((N : ℝ) + 1)) :=
          mul_lt_mul_of_pos_right hlt (by positivity)
      _ = π := by field_simp
```

For $1\le i\le N$ the angle $i\theta$ lies strictly between $0$ and $\pi$, so $s_i>0$.

```lean
/-- The half-wave obeys the linear three-site recursion with coefficient `2cos(π/(N+1))`. -/
theorem halfWave_rec (N i : ℕ) : halfWave N (i + 2) =
    2 * Real.cos (π / ((N : ℝ) + 1)) * halfWave N (i + 1) - halfWave N i := by
  unfold halfWave
  generalize π / ((N : ℝ) + 1) = t
  have e1 : ((i + 2 : ℕ) : ℝ) * t = ((i + 1 : ℕ) : ℝ) * t + t := by push_cast; ring
  have e2 : (i : ℝ) * t = ((i + 1 : ℕ) : ℝ) * t - t := by push_cast; ring
  rw [e1, e2, Real.sin_add, Real.sin_sub]
  ring
```

Adding $\sin((i+1)\theta\pm\theta)$ gives $s_{i+2}+s_i=2\cos\theta\,s_{i+1}$.

## The energy as a sum of two terms

```lean
/-- For a profile equal to the half-wave times an amplitude `y` on sites `0` to `N + 1`, the energy
is `a` minus the threshold, times the sum of the squares of the profile over the layers, plus a
weighted gradient energy of `y`. -/
theorem filmEnergy_decomposition (a k : ℝ) {N : ℕ} {x y : ℕ → ℝ}
    (h : ∀ i ≤ N + 1, x i = halfWave N i * y i) :
    filmEnergy a k N x = (a - filmThreshold k N) * ∑ i ∈ Finset.range N, x (i + 1) ^ 2
      + k * ∑ i ∈ Finset.range (N + 1),
          halfWave N i * halfWave N (i + 1) * (y (i + 1) - y i) ^ 2 := by
  -- the identity for the first `n` bonds, with a boundary term at site `n`
  have key : ∀ n, n ≤ N + 1 → ∑ i ∈ Finset.range n, (x (i + 1) - x i) ^ 2 =
      2 * (1 - Real.cos (π / ((N : ℝ) + 1))) * ∑ i ∈ Finset.range n, x (i + 1) ^ 2
      + ∑ i ∈ Finset.range n, halfWave N i * halfWave N (i + 1) * (y (i + 1) - y i) ^ 2
      + (halfWave N n * halfWave N (n + 1) - halfWave N n ^ 2) * y n ^ 2 := by
    intro n
    induction n with
    | zero => intro _; simp [(halfWave_walls N).1]
    | succ n ih =>
      intro hn
      have hr : halfWave N (n + 1 + 1) = 2 * Real.cos (π / ((N : ℝ) + 1)) *
          halfWave N (n + 1) - halfWave N n := halfWave_rec N n
      rw [Finset.sum_range_succ, Finset.sum_range_succ, Finset.sum_range_succ,
        ih (by omega), h n (by omega), h (n + 1) hn, hr]
      ring
  -- at the far wall the boundary term vanishes
  have K := key (N + 1) le_rfl
  have hm : ∑ i ∈ Finset.range (N + 1), x (i + 1) ^ 2
      = ∑ i ∈ Finset.range N, x (i + 1) ^ 2 := by
    rw [Finset.sum_range_succ, h (N + 1) le_rfl, (halfWave_walls N).2]
    ring
  rw [hm, (halfWave_walls N).2] at K
  unfold filmEnergy filmThreshold
  rw [K]
  ring
```

With $x_i=s_iy_i$, the claim is

$$E=(a-a_c)\sum_{i=1}^{N}x_i^2+k\sum_{i=0}^{N}s_is_{i+1}(y_{i+1}-y_i)^2 .$$

The statement `key` treats the first $n$ bonds:

$$\sum_{i<n}(x_{i+1}-x_i)^2=2(1-\cos\theta)\sum_{i<n}x_{i+1}^2+\sum_{i<n}s_is_{i+1}(y_{i+1}-y_i)^2+(s_ns_{n+1}-s_n^2)y_n^2 .$$

At $n=0$ both sides vanish. Adding bond $n$ requires

$$\begin{aligned}&(s_{n+1}y_{n+1}-s_ny_n)^2+(s_ns_{n+1}-s_n^2)y_n^2\\&=2(1-\cos\theta)s_{n+1}^2y_{n+1}^2+s_ns_{n+1}(y_{n+1}-y_n)^2+(s_{n+1}s_{n+2}-s_{n+1}^2)y_{n+1}^2 .\end{aligned}$$

The $y_n^2$ and $y_ny_{n+1}$ terms agree directly. On the right, $y_{n+1}^2$ has coefficient $(1-2\cos\theta)s_{n+1}^2+s_{n+1}(s_n+s_{n+2})$, which the recursion reduces to $s_{n+1}^2$, as on the left. Lean substitutes the recursion and leaves this algebra to `ring`.

At $n=N+1$ the boundary term vanishes because $s_{N+1}=0$, and $x_{N+1}=0$ removes the extra square. Multiplying by $k$ and adding the local term gives the claim.

```lean
/-- On sites `0` to `N + 1`, every profile that vanishes at the walls is the half-wave times some
amplitude. -/
theorem exists_amplitude {N : ℕ} {x : ℕ → ℝ} (h0 : x 0 = 0) (h1 : x (N + 1) = 0) :
    ∃ y : ℕ → ℝ, ∀ i ≤ N + 1, x i = halfWave N i * y i := by
  refine ⟨fun i => x i / halfWave N i, fun i hi => ?_⟩
  by_cases hi0 : i = 0
  · subst hi0; simp [h0]
  by_cases hi1 : i = N + 1
  · subst hi1; simp [h1]
  have hne : halfWave N i ≠ 0 := (halfWave_pos (by omega) (by omega)).ne'
  field_simp
```

Inside the film, take $y_i=x_i/s_i$. At the walls any $y_i$ works, since $x_i$ and $s_i$ are both zero; Lean's division by zero returns $0$ there.

```lean
/-- The weight of each bond in the gradient energy of the amplitude is nonnegative. -/
theorem bond_weight_nonneg {N i : ℕ} (hi : i ≤ N) :
    0 ≤ halfWave N i * halfWave N (i + 1) := by
  by_cases h0 : i = 0
  · subst h0; simp [(halfWave_walls N).1]
  by_cases h1 : i = N
  · subst h1; simp [(halfWave_walls i).2]
  exact (mul_pos (halfWave_pos (by omega) hi) (halfWave_pos (by omega) (by omega))).le
```

The weight $s_is_{i+1}$ is zero on a bond touching a wall and positive on every other bond.

## Stability and the marginal profile

```lean
/-- For `N ≥ 1` and `k > 0`, the quadratic Landau energy is positive for all profiles that vanish at
the walls and are nonzero on some layer if and only if `a > -2k(1 - cos(π/(N+1)))`. -/
theorem film_stable_iff {N : ℕ} (hN : 1 ≤ N) {a k : ℝ} (hk : 0 < k) :
    (∀ x : ℕ → ℝ, x 0 = 0 → x (N + 1) = 0 → (∃ i, 1 ≤ i ∧ i ≤ N ∧ x i ≠ 0) →
      0 < filmEnergy a k N x) ↔ -2 * k * (1 - Real.cos (π / ((N : ℝ) + 1))) < a := by
  change _ ↔ filmThreshold k N < a
  constructor
  · -- test stability against the half-wave
    intro H
    have hc := H (halfWave N) (halfWave_walls N).1 (halfWave_walls N).2
      ⟨1, le_rfl, hN, (halfWave_pos le_rfl hN).ne'⟩
    have hd := filmEnergy_decomposition a k (N := N) (x := halfWave N) (y := fun _ => 1)
      (fun i _ => (mul_one _).symm)
    have hz : ∑ i ∈ Finset.range (N + 1),
        halfWave N i * halfWave N (i + 1) * ((1 : ℝ) - 1) ^ 2 = 0 := by simp
    have hS : 0 ≤ ∑ i ∈ Finset.range N, halfWave N (i + 1) ^ 2 :=
      Finset.sum_nonneg fun _ _ => sq_nonneg _
    rw [hd, hz] at hc
    by_contra hle
    have := mul_nonneg (sub_nonneg.2 (not_lt.1 hle)) hS
    nlinarith
  · -- both terms of the decomposition have a definite sign
    rintro ha x h0 h1 ⟨i, hi1, hi2, hi⟩
    obtain ⟨y, hy⟩ := exists_amplitude h0 h1
    rw [filmEnergy_decomposition a k hy]
    have hS : 0 < ∑ i ∈ Finset.range N, x (i + 1) ^ 2 :=
      Finset.sum_pos' (fun _ _ => sq_nonneg _)
        ⟨i - 1, Finset.mem_range.2 (by omega), by
          rw [Nat.sub_add_cancel hi1]; positivity⟩
    refine add_pos_of_pos_of_nonneg (mul_pos (sub_pos.2 ha) hS) (mul_nonneg hk.le ?_)
    exact Finset.sum_nonneg fun j hj => mul_nonneg
      (bond_weight_nonneg (by have := Finset.mem_range.1 hj; omega)) (sq_nonneg _)
```

For $N\ge1$ and $k>0$, the condition $a>a_c$ is equivalent to the statement that $E>0$ for all profiles that vanish at the walls and are nonzero on some layer. This is what stability means here: the disordered state, with $x_i=0$ on every layer and $E=0$, has lower energy than any such profile.

If the energy is always positive, test it on $x=s$, so $y=1$. Then $0<E=(a-a_c)\sum s_i^2$, which forces $a>a_c$. Conversely, if $a>a_c$, the first term of the decomposition is positive and the second is nonnegative.

The nonzero value is required on a layer. Had the hypothesis been only that `x` is not the zero function, a profile nonzero solely at site $N+2$ would have zero energy and make the equivalence false.

In a numerical calculation, $E$ is the quadratic form of a tridiagonal matrix with $a+2k$ on the diagonal and $-k$ beside it. Its lowest eigenvalue, $a-a_c$, is a check on the diagonaliser, and is also the lowest level of a non-interacting tight-binding chain of $N$ sites with open ends, on-site energy $a+2k$ and nearest-neighbour hopping amplitude $-k$.

```lean
/-- For `k > 0` and `a` at the threshold, a profile that vanishes at the walls has zero energy if
and only if it is a multiple of the half-wave on sites `0` to `N + 1`. -/
theorem zero_energy_iff {N : ℕ} {k : ℝ} (hk : 0 < k) {x : ℕ → ℝ}
    (h0 : x 0 = 0) (h1 : x (N + 1) = 0) :
    filmEnergy (filmThreshold k N) k N x = 0 ↔
      ∃ A : ℝ, ∀ i ≤ N + 1, x i = A * halfWave N i := by
  constructor
  · intro hE
    obtain ⟨y, hy⟩ := exists_amplitude h0 h1
    rw [filmEnergy_decomposition _ k hy, sub_self, zero_mul, zero_add] at hE
    have hsum := (mul_eq_zero.1 hE).resolve_left hk.ne'
    have hterm := (Finset.sum_eq_zero_iff_of_nonneg (fun j hj => mul_nonneg
      (bond_weight_nonneg (by have := Finset.mem_range.1 hj; omega)) (sq_nonneg _))).1 hsum
    -- the amplitude is the same on all layers
    have hc : ∀ j, j + 1 ≤ N → y (j + 1) = y 1 := by
      intro j
      induction j with
      | zero => intro _; rfl
      | succ j ih =>
        intro hj
        have ht : halfWave N (j + 1) * halfWave N (j + 1 + 1) *
            (y (j + 1 + 1) - y (j + 1)) ^ 2 = 0 :=
          hterm (j + 1) (Finset.mem_range.2 (by omega))
        have hp := mul_pos (halfWave_pos (N := N) (i := j + 1) (by omega) (by omega))
          (halfWave_pos (N := N) (i := j + 1 + 1) (by omega) hj)
        have hq := (mul_eq_zero.1 ht).resolve_left hp.ne'
        have hs := (pow_eq_zero_iff two_ne_zero).1 hq
        linarith [ih (by omega)]
    refine ⟨y 1, fun i hi => ?_⟩
    by_cases hi0 : i = 0
    · subst hi0; rw [h0, (halfWave_walls N).1, mul_zero]
    by_cases hi1 : i = N + 1
    · subst hi1; rw [h1, (halfWave_walls N).2, mul_zero]
    obtain ⟨j, rfl⟩ : ∃ j, i = j + 1 := ⟨i - 1, by omega⟩
    rw [hy (j + 1) hi, hc j (by omega), mul_comm]
  · rintro ⟨A, hA⟩
    rw [filmEnergy_decomposition _ k (y := fun _ => A)
      (fun i hi => (hA i hi).trans (mul_comm _ _))]
    simp
```

At $a=a_c$ only the weighted gradient term remains. If it is zero, each nonnegative summand is zero, so $y_{j+1}=y_j$ on every interior bond. Induction gives $y_j=y_1$ throughout the film, hence $x_i=A s_i$ with $A=y_1$. Conversely, a constant amplitude gives zero energy.

```lean
/-- The threshold lies between `-kπ²/(N+1)²` and `-4k/(N+1)²`. -/
theorem filmThreshold_bounds {k : ℝ} (hk : 0 < k) (N : ℕ) :
    -(k * (π / ((N : ℝ) + 1)) ^ 2) ≤ filmThreshold k N ∧
      filmThreshold k N ≤ -(4 * k * (1 / ((N : ℝ) + 1)) ^ 2) := by
  unfold filmThreshold
  constructor
  · have h : 1 - (π / ((N : ℝ) + 1)) ^ 2 / 2 ≤ Real.cos (π / ((N : ℝ) + 1)) :=
      Real.one_sub_sq_div_two_le_cos
    nlinarith [mul_le_mul_of_nonneg_left h hk.le]
  · have hle : π / ((N : ℝ) + 1) ≤ π :=
      div_le_self Real.pi_pos.le (by linarith [Nat.cast_nonneg (α := ℝ) N])
    -- the chord bound for the sine at half the angle
    have hs := Real.mul_le_sin (x := π / ((N : ℝ) + 1) / 2) (by positivity) (by linarith)
    have e : 2 / π * (π / ((N : ℝ) + 1) / 2) = 1 / ((N : ℝ) + 1) := by field_simp
    rw [e] at hs
    have hsq := pow_le_pow_left₀ (by positivity) hs 2
    have h2 := Real.cos_two_mul (π / ((N : ℝ) + 1) / 2)
    rw [show 2 * (π / ((N : ℝ) + 1) / 2) = π / ((N : ℝ) + 1) by ring] at h2
    have h3 := Real.sin_sq_add_cos_sq (π / ((N : ℝ) + 1) / 2)
    have h4 : 2 * (1 / ((N : ℝ) + 1)) ^ 2 ≤ 1 - Real.cos (π / ((N : ℝ) + 1)) := by
      linarith
    nlinarith [mul_le_mul_of_nonneg_left h4 hk.le]

end

end LandauFilm
```

For $k>0$, which the theorem assumes, these bounds read

$$-\frac{k\pi^2}{(N+1)^2}\le a_c\le-\frac{4k}{(N+1)^2}.$$

The lower one uses $\cos\theta\ge1-\theta^2/2$. For the upper one, the chord bound gives $\sin(\theta/2)\ge(2/\pi)(\theta/2)=1/(N+1)$, so $1-\cos\theta=2\sin^2(\theta/2)\ge2/(N+1)^2$.

At fixed $k$, the threshold therefore approaches zero as the inverse square of the thickness. The theorems concern the quadratic energy alone; reading $a_c$ as a transition point further assumes a continuous transition, with stabilising higher-order terms.

```lean
#print axioms LandauFilm.film_stable_iff
#print axioms LandauFilm.zero_energy_iff
#print axioms LandauFilm.filmThreshold_bounds
```

```
'LandauFilm.film_stable_iff' depends on axioms: [propext, Classical.choice, Quot.sound]
'LandauFilm.zero_energy_iff' depends on axioms: [propext, Classical.choice, Quot.sound]
'LandauFilm.filmThreshold_bounds' depends on axioms: [propext, Classical.choice, Quot.sound]
```
